# The Brinkman–Rice transition in Z₂ slave-spin mean-field theory

A quick treatment of the Z₂ slave spin takes a real state (cos θ/2, sin θ/2), writes the energy as a function of θ and sets the derivative to zero. With a kinetic energy scale e > 0 and an interaction U ≥ 0,

E(θ) = −e sin²θ + (U/4)(1 + cos θ)

dE/dθ = −sin θ (2e cos θ + U/4)

The root cos θ = −U/8e gives a quasiparticle weight Z = sin²θ = 1 − (U/8e)². For U > 8e that root does not exist, and the formula continued there makes a square negative. The derivative also vanishes at θ = 0 and θ = π, stationarity alone does not say which point is lowest, and states with a complex relative phase were never examined. A global minimisation over all unit vectors of ℂ² settles these points.

## The model

In the slave-spin representation of the half-filled one-band Hubbard model each electron operator is written as a pseudo-fermion times σx of an auxiliary spin one half on the same site. The value σz = +1 stands for an empty or doubly occupied site and σz = −1 for a singly occupied one, so the interaction (U/2)(n − 1)², with n the site occupation, becomes (U/4)(1 + σz). A uniform single-site decoupling multiplies the free kinetic energy per site, −e, by ⟨σx⟩². The resulting energy is the starting point below: it is defined, not derived from a lattice Hamiltonian. Within this paramagnetic single-site mean field the vanishing of Z marks the Mott insulator and (1 + ⟨σz⟩)/4 is the double occupancy. What is proved of the Brinkman–Rice picture is this minimisation, with no statement about effective mass, susceptibilities or the exact Hubbard model.

```lean
import Mathlib

open Matrix

namespace Z2SlaveSpin

noncomputable section
```

The Pauli matrices are taken in the basis where index 0 has σz = +1 and index 1 has σz = −1.

```lean
/-- Pauli matrix σx acting on the slave spin. -/
def σx : Matrix (Fin 2) (Fin 2) ℂ := !![0, 1; 1, 0]

/-- Pauli matrix σy acting on the slave spin. -/
def σy : Matrix (Fin 2) (Fin 2) ℂ := !![0, -Complex.I; Complex.I, 0]

/-- Pauli matrix σz acting on the slave spin. -/
def σz : Matrix (Fin 2) (Fin 2) ℂ := !![1, 0; 0, -1]
```

A state is a pair ψ = (ψ₀, ψ₁) of complex amplitudes, in Lean `ψ : Fin 2 → ℂ` with `ψ 0` and `ψ 1`. The expectation value of a matrix A is ⟨A⟩ = Re(ψ†Aψ). For a Hermitian matrix ψ†Aψ is already real, and taking the real part only places it in ℝ. There is no division by ψ†ψ, so ⟨A⟩ has its physical meaning on unit vectors, |ψ₀|² + |ψ₁|² = 1, and these form the set over which the energy is minimised.

```lean
/-- Expectation value ⟨A⟩ = Re (ψ† A ψ). -/
def expect (A : Matrix (Fin 2) (Fin 2) ℂ) (ψ : Fin 2 → ℂ) : ℝ := (star ψ ⬝ᵥ A *ᵥ ψ).re

/-- The normalized slave-spin states: unit vectors of ℂ². -/
def unitStates : Set (Fin 2 → ℂ) := {ψ | ∑ i, ‖ψ i‖ ^ 2 = 1}
```

The weight, the energy per site and the critical interaction are

Z = ⟨σx⟩²

E = −eZ + (U/4)(1 + ⟨σz⟩)

U_c = 8e

```lean
/-- Quasiparticle weight Z = ⟨σx⟩². -/
def qpWeight (ψ : Fin 2 → ℂ) : ℝ := expect σx ψ ^ 2

/-- Mean-field energy E = -e ⟨σx⟩² + (U/4)(1 + ⟨σz⟩). -/
def energy (e U : ℝ) (ψ : Fin 2 → ℂ) : ℝ := -e * qpWeight ψ + U / 4 * (1 + expect σz ψ)

/-- Critical interaction U_c = 8e. -/
def Uc (e : ℝ) : ℝ := 8 * e
```

From here on x = ⟨σx⟩, y = ⟨σy⟩, z = ⟨σz⟩ and u = U/U_c, which is `U / Uc e` in the code. A lower bound on E is a minimum only if some state reaches it, and the candidates are the real states with amplitudes √((1 + z)/2) and √((1 − z)/2) for a prescribed z.

```lean
/-- Real trial state with amplitudes √((1+z)/2) and √((1-z)/2). -/
def trial (z : ℝ) : Fin 2 → ℂ := ![((√((1 + z) / 2) : ℝ) : ℂ), ((√((1 - z) / 2) : ℝ) : ℂ)]
```

## The Bloch sphere

Write ψ₀ = a₀ + i b₀ and ψ₁ = a₁ + i b₁ with real a₀, b₀, a₁, b₁, and let w = ψ₀* ψ₁. Multiplying out ψ†σψ for each matrix gives

x = w + w* = 2 Re w = 2(a₀a₁ + b₀b₁)

y = −i w + i w* = 2 Im w = 2(a₀b₁ − b₀a₁)

z = |ψ₀|² − |ψ₁|² = a₀² + b₀² − a₁² − b₁²

These hold for any ψ, normalised or not. The proof expands the two-term sums, inserts the matrix entries and lets `ring` compare polynomials.

```lean
/-- The Pauli expectation values in terms of the real and imaginary parts of the amplitudes. -/
theorem expect_pauli (ψ : Fin 2 → ℂ) :
    expect σx ψ = 2 * ((ψ 0).re * (ψ 1).re + (ψ 0).im * (ψ 1).im) ∧
    expect σy ψ = 2 * ((ψ 0).re * (ψ 1).im - (ψ 0).im * (ψ 1).re) ∧
    expect σz ψ = (ψ 0).re ^ 2 + (ψ 0).im ^ 2 - (ψ 1).re ^ 2 - (ψ 1).im ^ 2 := by
  refine ⟨?_, ?_, ?_⟩ <;>
    simp only [expect, dotProduct, Matrix.mulVec, Fin.sum_univ_two, Pi.star_apply] <;>
    simp [σx, σy, σz] <;> ring
```

Since |w|² = |ψ₀|²|ψ₁|², with N = |ψ₀|² + |ψ₁|²,

x² + y² + z² = 4|ψ₀|²|ψ₁|² + (|ψ₀|² − |ψ₁|²)² = N²

For a unit vector this is 1. The step from N = 1 to N² = 1 uses N² − 1 = (N + 1)(N − 1), and N + 1 is the factor that multiplies `h` in the `linear_combination`.

```lean
/-- A normalized state has ⟨σx⟩² + ⟨σy⟩² + ⟨σz⟩² = 1. -/
theorem bloch_sphere {ψ : Fin 2 → ℂ} (hψ : ψ ∈ unitStates) :
    expect σx ψ ^ 2 + expect σy ψ ^ 2 + expect σz ψ ^ 2 = 1 := by
  obtain ⟨hx, hy, hz⟩ := expect_pauli ψ
  have h : ∑ i, ‖ψ i‖ ^ 2 = 1 := hψ
  simp only [Fin.sum_univ_two, Complex.sq_norm, Complex.normSq_apply] at h
  rw [hx, hy, hz]
  linear_combination
    ((ψ 0).re ^ 2 + (ψ 0).im ^ 2 + (ψ 1).re ^ 2 + (ψ 1).im ^ 2 + 1) * h
```

For −1 ≤ z ≤ 1 both radicands of the trial state are nonnegative, so the squared amplitudes are (1 + z)/2 and (1 − z)/2; these are `p` and `q`. Their sum is 1, which is the normalisation, and their difference is z, which is ⟨σz⟩. The imaginary parts vanish, so y = 0.

```lean
/-- For -1 ≤ z ≤ 1 the trial state is normalized, with ⟨σy⟩ = 0 and ⟨σz⟩ = z. -/
theorem trial_spec {z : ℝ} (h1 : -1 ≤ z) (h2 : z ≤ 1) :
    trial z ∈ unitStates ∧ expect σy (trial z) = 0 ∧ expect σz (trial z) = z := by
  obtain ⟨-, hy, hz⟩ := expect_pauli (trial z)
  have a1 : (trial z 0).re = √((1 + z) / 2) := rfl
  have a2 : (trial z 0).im = 0 := rfl
  have b1 : (trial z 1).re = √((1 - z) / 2) := rfl
  have b2 : (trial z 1).im = 0 := rfl
  have p : √((1 + z) / 2) ^ 2 = (1 + z) / 2 := Real.sq_sqrt (by linarith)
  have q : √((1 - z) / 2) ^ 2 = (1 - z) / 2 := Real.sq_sqrt (by linarith)
  refine ⟨?_, ?_, ?_⟩
  · show ∑ i, ‖trial z i‖ ^ 2 = 1
    simp only [Fin.sum_univ_two, Complex.sq_norm, Complex.normSq_apply, a1, a2, b1, b2]
    linear_combination p + q
  · rw [hy, a2, b2]
    ring
  · rw [hz, a1, a2, b1, b2]
    linear_combination p - q
```

## Two exact forms of the energy

Put x² = 1 − y² − z² and U = 8eu into E:

E = −e + e y² + e z² + 2eu(1 + z)

Completing the square, e z² + 2euz = e(z + u)² − eu², and the constants −e + 2eu − eu² collect to −e(1 − u)². Alternatively, z² − 1 = (1 + z)² − 2(1 + z). The two routes give

E = −e(1 − u)² + e(z + u)² + e y²

E = e y² + e(1 + z)² + 2e(u − 1)(1 + z)

Both are identities for every real U and every e ≠ 0, the condition needed for U = 8eu (`hU`). One `linear_combination` proves each: −e times the Bloch identity removes x², and (1 + z)/4 times `hU` replaces U.

```lean
/-- For e ≠ 0, with u = U/U_c, y = ⟨σy⟩ and z = ⟨σz⟩, the energy of a normalized state equals both
-e(1-u)² + e(z+u)² + e y² and e y² + e(1+z)² + 2e(u-1)(1+z). -/
theorem energy_forms {e : ℝ} (he : e ≠ 0) (U : ℝ) {ψ : Fin 2 → ℂ} (hψ : ψ ∈ unitStates) :
    energy e U ψ = -e * (1 - U / Uc e) ^ 2 + e * (expect σz ψ + U / Uc e) ^ 2
        + e * expect σy ψ ^ 2 ∧
    energy e U ψ = e * expect σy ψ ^ 2 + e * (1 + expect σz ψ) ^ 2
        + 2 * e * (U / Uc e - 1) * (1 + expect σz ψ) := by
  have hb := bloch_sphere hψ
  have hU : U = 8 * e * (U / Uc e) := by
    unfold Uc
    field_simp
  unfold energy qpWeight
  -- eliminate ⟨σx⟩² with the Bloch identity
  constructor <;> linear_combination (-e) * hb + (1 + expect σz ψ) / 4 * hU
```

## The metal

For e > 0 the first form gives E ≥ −e(1 − u)², with equality exactly when y = 0 and z = −u. The bound is reached if −u is an allowed value of z, that is for −1 ≤ u ≤ 1, and then the trial state at z = −u does it. In Lean `energy e U '' unitStates` is the set of energies of unit vectors, and `IsLeast` says that the given number belongs to that set and is less than or equal to each of its members. In the proof, `key` is the equality condition: e times a sum of two squares is zero, e is cancelled, and each square vanishes. Membership comes from `trial_spec` fed into `key`, the lower bound from dropping the nonnegative terms `s1` and `s2`.

```lean
/-- For e > 0 and -U_c ≤ U ≤ U_c the least energy over normalized states is -e(1 - U/U_c)², reached
exactly by the states with ⟨σy⟩ = 0 and ⟨σz⟩ = -U/U_c. -/
theorem metal_minimum {e U : ℝ} (he : 0 < e) (h1 : -Uc e ≤ U) (h2 : U ≤ Uc e) :
    IsLeast (energy e U '' unitStates) (-e * (1 - U / Uc e) ^ 2) ∧
    ∀ ψ ∈ unitStates, energy e U ψ = -e * (1 - U / Uc e) ^ 2 ↔
      expect σy ψ = 0 ∧ expect σz ψ = -(U / Uc e) := by
  have hc : 0 < Uc e := by unfold Uc; positivity
  have u1 : U / Uc e ≤ 1 := (div_le_one hc).mpr h2
  have u2 : -1 ≤ U / Uc e := (le_div_iff₀ hc).mpr (by linarith)
  have key : ∀ ψ ∈ unitStates, energy e U ψ = -e * (1 - U / Uc e) ^ 2 ↔
      expect σy ψ = 0 ∧ expect σz ψ = -(U / Uc e) := by
    intro ψ hψ
    have form := (energy_forms he.ne' U hψ).1
    constructor
    · intro h
      -- both squares must vanish
      have h0 : e * ((expect σz ψ + U / Uc e) ^ 2 + expect σy ψ ^ 2) = 0 := by
        linear_combination h - form
      have h3 := (mul_eq_zero.mp h0).resolve_left he.ne'
      have s1 := sq_nonneg (expect σz ψ + U / Uc e)
      have s2 := sq_nonneg (expect σy ψ)
      have hy : expect σy ψ ^ 2 = 0 := by linarith
      have hz : (expect σz ψ + U / Uc e) ^ 2 = 0 := by linarith
      exact ⟨(pow_eq_zero_iff two_ne_zero).mp hy,
        eq_neg_of_add_eq_zero_left ((pow_eq_zero_iff two_ne_zero).mp hz)⟩
    · rintro ⟨hy, hz⟩
      rw [form, hy, hz]
      ring
  obtain ⟨t1, t2⟩ := trial_spec (z := -(U / Uc e)) (by linarith) (by linarith)
  refine ⟨⟨⟨_, t1, (key _ t1).mpr t2⟩, ?_⟩, key⟩
  rintro _ ⟨ψ, hψ, rfl⟩
  have form := (energy_forms he.ne' U hψ).1
  have s1 : 0 ≤ e * (expect σz ψ + U / Uc e) ^ 2 := by positivity
  have s2 : 0 ≤ e * expect σy ψ ^ 2 := by positivity
  linarith
```

## The insulator

For u > 1 the point z = −u lies off the sphere, and the second form takes over. From z² ≤ 1 follows 1 + z ≥ 0, so for u ≥ 1 all three terms are nonnegative and

E ≥ e(1 + z)² ≥ 0

This is `low`. If E = 0 then z = −1. Conversely z = −1 leaves x² + y² = 0, hence x² = 0 and E = 0. The trial state at z = −1, the vector (0, 1), attains the bound. At U = U_c both results apply, and they agree on E = 0 and z = −1.

```lean
/-- For e > 0 and U ≥ U_c the least energy over normalized states is 0, reached exactly by the states
with ⟨σz⟩ = -1. -/
theorem insulator_minimum {e U : ℝ} (he : 0 < e) (hU : Uc e ≤ U) :
    IsLeast (energy e U '' unitStates) 0 ∧
    ∀ ψ ∈ unitStates, energy e U ψ = 0 ↔ expect σz ψ = -1 := by
  have hc : 0 < Uc e := by unfold Uc; positivity
  have u1 : 0 ≤ U / Uc e - 1 := sub_nonneg.mpr ((le_div_iff₀ hc).mpr (by linarith))
  -- the energy is bounded below by e (1 + ⟨σz⟩)²
  have low : ∀ ψ ∈ unitStates, e * (1 + expect σz ψ) ^ 2 ≤ energy e U ψ := by
    intro ψ hψ
    have form := (energy_forms he.ne' U hψ).2
    have hb := bloch_sphere hψ
    have hz : 0 ≤ 1 + expect σz ψ := by
      nlinarith [sq_nonneg (expect σx ψ), sq_nonneg (expect σy ψ)]
    have s1 : 0 ≤ 2 * e * (U / Uc e - 1) * (1 + expect σz ψ) :=
      mul_nonneg (mul_nonneg (by linarith) u1) hz
    have s2 : 0 ≤ e * expect σy ψ ^ 2 := by positivity
    linarith
  have key : ∀ ψ ∈ unitStates, energy e U ψ = 0 ↔ expect σz ψ = -1 := by
    intro ψ hψ
    constructor
    · intro h
      have s : 0 ≤ e * (1 + expect σz ψ) ^ 2 := by positivity
      have h0 : e * (1 + expect σz ψ) ^ 2 = 0 := le_antisymm (by linarith [low ψ hψ]) s
      have h3 := (pow_eq_zero_iff two_ne_zero).mp ((mul_eq_zero.mp h0).resolve_left he.ne')
      linarith
    · intro hz
      have hb := bloch_sphere hψ
      rw [hz] at hb
      have hx : expect σx ψ ^ 2 = 0 := by
        nlinarith [sq_nonneg (expect σx ψ), sq_nonneg (expect σy ψ)]
      unfold energy qpWeight
      rw [hx, hz]
      ring
  obtain ⟨t1, -, t3⟩ := trial_spec (z := -1) le_rfl (by norm_num)
  refine ⟨⟨⟨_, t1, (key _ t1).mpr t3⟩, ?_⟩, key⟩
  rintro _ ⟨ψ, hψ, rfl⟩
  exact le_trans (by positivity) (low ψ hψ)
```

## The transition

In words: let e > 0 and U ≥ 0. If U < U_c, the least energy of a unit vector is −e(1 − u)², and every unit vector that minimises the energy has Z = 1 − u² and z = −u. If U ≥ U_c, the least energy is 0, and every minimiser has Z = 0 and z = −1. The predicate `IsMinOn (energy e U) unitStates ψ` says that no unit vector has lower energy than ψ; it does not make ψ a unit vector itself, which is why `ψ ∈ unitStates` is required beside it. The statement concerns all minimisers and no uniqueness is claimed: the global phase is never fixed, and for U < U_c neither is the sign of x.

The auxiliary `val` shows that a minimiser's energy equals the least value, by comparing it with a state that attains that value. The equality conditions then fix y and z, and the Bloch identity gives Z. In the metal x² + 0 + u² = 1, and in the insulator x² + y² = 0.

```lean
/-- Brinkman-Rice transition of the mean-field energy, with e > 0 and all states normalized:
for 0 ≤ U < U_c the least energy is -e(1 - U/U_c)² and minimizers
have Z = 1 - (U/U_c)², ⟨σz⟩ = -U/U_c; for U ≥ U_c it is 0 and minimizers have Z = 0, ⟨σz⟩ = -1. -/
theorem brinkman_rice {e U : ℝ} (he : 0 < e) (hU : 0 ≤ U) :
    (U < Uc e → IsLeast (energy e U '' unitStates) (-e * (1 - U / Uc e) ^ 2) ∧
      ∀ ψ ∈ unitStates, IsMinOn (energy e U) unitStates ψ →
        qpWeight ψ = 1 - (U / Uc e) ^ 2 ∧ expect σz ψ = -(U / Uc e)) ∧
    (Uc e ≤ U → IsLeast (energy e U '' unitStates) 0 ∧
      ∀ ψ ∈ unitStates, IsMinOn (energy e U) unitStates ψ →
        qpWeight ψ = 0 ∧ expect σz ψ = -1) := by
  have val : ∀ m, IsLeast (energy e U '' unitStates) m → ∀ ψ ∈ unitStates,
      IsMinOn (energy e U) unitStates ψ → energy e U ψ = m := by
    intro m hm ψ hψ hmin
    obtain ⟨φ, hφ, hE⟩ := hm.1
    exact le_antisymm (le_of_le_of_eq (isMinOn_iff.mp hmin φ hφ) hE) (hm.2 ⟨ψ, hψ, rfl⟩)
  have hc : 0 < Uc e := by unfold Uc; positivity
  constructor
  · intro h
    obtain ⟨hl, key⟩ := metal_minimum he (U := U) (by linarith) h.le
    refine ⟨hl, fun ψ hψ hmin => ?_⟩
    obtain ⟨hy, hz⟩ := (key ψ hψ).mp (val _ hl ψ hψ hmin)
    have hb := bloch_sphere hψ
    rw [hy, hz] at hb
    exact ⟨by unfold qpWeight; linear_combination hb, hz⟩
  · intro h
    obtain ⟨hl, key⟩ := insulator_minimum he h
    refine ⟨hl, fun ψ hψ hmin => ?_⟩
    have hz := (key ψ hψ).mp (val _ hl ψ hψ hmin)
    have hb := bloch_sphere hψ
    rw [hz] at hb
    refine ⟨?_, hz⟩
    unfold qpWeight
    nlinarith [sq_nonneg (expect σx ψ), sq_nonneg (expect σy ψ)]
```

As a consequence, a minimiser has Z > 0 exactly when U < U_c. If U ≥ U_c then Z = 0, which contradicts Z > 0. If 0 ≤ u < 1 then 1 − u² > 0.

```lean
/-- For e > 0 and U ≥ 0 a normalized state minimizing the energy over normalized states has positive quasiparticle weight exactly when
U < U_c. -/
theorem qpWeight_pos_iff {e U : ℝ} (he : 0 < e) (hU : 0 ≤ U) {ψ : Fin 2 → ℂ}
    (hψ : ψ ∈ unitStates) (hmin : IsMinOn (energy e U) unitStates ψ) :
    0 < qpWeight ψ ↔ U < Uc e := by
  have hc : 0 < Uc e := by unfold Uc; positivity
  obtain ⟨hm, hi⟩ := brinkman_rice he hU
  constructor
  · intro hZ
    by_contra h
    exact hZ.ne' ((hi (not_lt.mp h)).2 ψ hψ hmin).1
  · intro h
    rw [((hm h).2 ψ hψ hmin).1]
    have u0 : 0 ≤ U / Uc e := div_nonneg hU hc.le
    have u1 : U / Uc e < 1 := (div_lt_one hc).mpr h
    nlinarith

end

end Z2SlaveSpin
```

```lean
#print axioms Z2SlaveSpin.brinkman_rice
#print axioms Z2SlaveSpin.qpWeight_pos_iff
```

```
'Z2SlaveSpin.brinkman_rice' depends on axioms: [propext, Classical.choice, Quot.sound]
'Z2SlaveSpin.qpWeight_pos_iff' depends on axioms: [propext, Classical.choice, Quot.sound]
```

## Negative U and mixed states

The remarks that follow are pencil arguments that use the results above but are not themselves formalised. The hypothesis U ≥ 0 is stronger than the metallic branch needs, since `metal_minimum` holds down to U = −U_c, but some lower limit is required. At U = −16e one has u = −2 and U < U_c, and the metallic formulas would give Z = −3 and a least energy of −9e. The first form reads E = −9e + e(z − 2)² + e y² ≥ −8e, so −9e is never reached. The minimiser (1, 0) has E = −8e and Z = 0, so the equivalence between Z > 0 and U < U_c fails there as well.

This case belongs to a mirror image of the insulator. Writing z² − 1 = (1 − z)² − 2(1 − z) gives

E = U/2 + e y² + e(1 − z)² + 2e(−u − 1)(1 − z)

For U ≤ −U_c every term after the first is nonnegative, so the least energy is U/2, reached at z = +1 with Z = 0.

The slave spin could also have been described by a 2 × 2 density matrix, whose Bloch vector has x² + y² + z² = r² ≤ 1. Eliminating x² then adds the nonnegative term e(1 − r²) to each form. The least energies stay the same, the minimisers have r = 1 and so are pure, and the Bloch identity would be replaced by an inequality derived from positivity of the density matrix.
